# Vanishing σz spin current in eigenstates of a finite-matrix Rashba model with a spin-independent potential

The spin Hall response of a Rashba electron gas is the change in its spin current when a driving field is switched on. The total current also contains whatever was there before. For the current of the out-of-plane spin, this background term is zero in every energy eigenstate, provided that the kinetic energy is quadratic in the momentum, the Rashba coupling is nonzero and uniform, and the potential does not act on the spin. The result below establishes this for non-interacting electrons in a finite basis.

The physical reason is spin precession. The Rashba field turns the in-plane spin at a rate proportional to momentum times $\sigma_z$. In a stationary state the mean spin does not change, so the mean of that product has to be zero.

## The Hamiltonian in matrices

```lean
import Mathlib

open Matrix
open scoped Kronecker

namespace RashbaSpinCurrent

noncomputable section
```

The symbol `⊗ₖ` used below is the Kronecker product. Its left factor acts on the orbital motion and its right factor on the spin.

```lean
/-- The Pauli matrix σx. -/
def σx : Matrix (Fin 2) (Fin 2) ℂ := !![0, 1; 1, 0]
```

This is $\sigma_x$, written row by row. The type `Matrix (Fin 2) (Fin 2) ℂ` means a complex $2\times 2$ matrix with indices 0 and 1, which stand for spin up and spin down.

```lean
/-- The Pauli matrix σy. -/
def σy : Matrix (Fin 2) (Fin 2) ℂ := !![0, -Complex.I; Complex.I, 0]
```

This is $\sigma_y$, with $-i$ in the upper right corner.

```lean
/-- The Pauli matrix σz. -/
def σz : Matrix (Fin 2) (Fin 2) ℂ := !![1, 0; 0, -1]
```

This is $\sigma_z$, with eigenvalue $+1$ for index 0.

```lean
/-- The products of σx with σy and of σz with σx, in both orders. -/
theorem pauli_products :
    σx * σy = Complex.I • σz ∧ σy * σx = (-Complex.I) • σz ∧
    σz * σx = Complex.I • σy ∧ σx * σz = (-Complex.I) • σy := by
  refine ⟨?_, ?_, ?_, ?_⟩ <;>
    (ext i j
     fin_cases i <;> fin_cases j <;>
       simp [σx, σy, σz, Matrix.mul_apply, Fin.sum_univ_succ])
```

In a Lean theorem the statement stands before `:= by` and the proof after it. This one states

$$\sigma_x\sigma_y=i\sigma_z,\quad \sigma_y\sigma_x=-i\sigma_z,\quad \sigma_z\sigma_x=i\sigma_y,\quad \sigma_x\sigma_z=-i\sigma_y .$$

By hand one multiplies the matrices out. Lean does the same: `ext` reduces each equation to its entries, `fin_cases` lists them, and `simp` computes them.

```lean
variable {n : Type*} [Fintype n]

/-- The Rashba Hamiltonian with momentum matrices `X`, `Y`, potential `V`, mass `m ≠ 0`
and spin-orbit coupling `α`. -/
def rashba (m α : ℝ) (X Y V : Matrix n n ℂ) : Matrix (n × Fin 2) (n × Fin 2) ℂ :=
  (((1 / (2 * m) : ℝ) : ℂ) • (X * X + Y * Y) + V) ⊗ₖ (1 : Matrix (Fin 2) (Fin 2) ℂ)
    + (α : ℂ) • (Y ⊗ₖ σx - X ⊗ₖ σy)
```

The letters `X` and `Y` are the momenta $p_x$ and $p_y$, not positions. With $\hbar=1$ the definition reads

$$H=\Big(\frac{X^2+Y^2}{2m}+V\Big)\otimes 1+\alpha\,(Y\otimes\sigma_x-X\otimes\sigma_y).$$

The constant $\alpha$ is the strength of the spin-orbit coupling that arises when the structure lacks mirror symmetry about the plane of motion. It is a single real number, the same everywhere in the sample. The finite type `n` labels an orthonormal orbital basis, and a pair in `n × Fin 2` labels an orbital together with a spin direction.

The matrix $V$ may describe confinement, impurities or a static electric potential. It acts on the orbital part alone, so a Zeeman term is excluded. Nothing requires $X$ and $Y$ to commute.

```lean
/-- The expectation value ⟨v, A v⟩, for a vector `v` that need not be normalised. -/
def expect (v : n → ℂ) (A : Matrix n n ℂ) : ℂ := star v ⬝ᵥ (A *ᵥ v)
```

This is $\langle v,Av\rangle=v^\dagger A v$. For a nonzero $v$ the physical mean value is $\langle v,Av\rangle/\langle v,v\rangle$, which is zero exactly when `expect v A` is zero.

## Commutators average to zero in an eigenstate

```lean
/-- The Rashba Hamiltonian is Hermitian when the momenta and the potential are. -/
theorem rashba_isHermitian (m α : ℝ) {X Y V : Matrix n n ℂ}
    (hX : X.IsHermitian) (hY : Y.IsHermitian) (hV : V.IsHermitian) :
    (rashba m α X Y V).IsHermitian := by
  have hx : σxᴴ = σx := by
    ext i j
    fin_cases i <;> fin_cases j <;> simp [σx]
  have hy : σyᴴ = σy := by
    ext i j
    fin_cases i <;> fin_cases j <;> simp [σy]
  have hr : ∀ r : ℝ, star (r : ℂ) = (r : ℂ) := fun r => Complex.conj_ofReal r
  unfold Matrix.IsHermitian rashba
  simp only [conjTranspose_add, conjTranspose_sub, conjTranspose_smul,
    conjTranspose_kronecker, conjTranspose_mul, conjTranspose_one,
    hX.eq, hY.eq, hV.eq, hx, hy, hr]
```

The hypothesis `X.IsHermitian` says $X^\dagger=X$. If $X$, $Y$ and $V$ are Hermitian, so is $H$. By hand, one uses $(A\otimes B)^\dagger=A^\dagger\otimes B^\dagger$ and $(XX)^\dagger=X^\dagger X^\dagger=XX$, together with the Hermiticity of the Pauli matrices and the reality of $m$ and $\alpha$. The proof first records the last two facts as `hx`, `hy` and `hr`, then lets `simp only` move the dagger inwards through every sum and product.

```lean
/-- In an eigenvector of a Hermitian matrix `H` the expectation value of every
commutator `[H, A]` vanishes. -/
theorem expect_commutator {H : Matrix n n ℂ} (hH : H.IsHermitian) (A : Matrix n n ℂ)
    {v : n → ℂ} {E : ℝ} (hv : H *ᵥ v = (E : ℂ) • v) :
    expect v (H * A - A * H) = 0 := by
  -- the adjoint eigenvalue equation, with H acting to the left
  have hl : star v ᵥ* H = (E : ℂ) • star v := by
    have h := Matrix.star_mulVec H v
    rw [hH.eq, hv] at h
    rw [← h]
    simp [star_smul]
  unfold expect
  rw [Matrix.sub_mulVec, dotProduct_sub, ← Matrix.mulVec_mulVec, ← Matrix.mulVec_mulVec,
    hv, Matrix.dotProduct_mulVec (star v) H, hl, Matrix.mulVec_smul, smul_dotProduct,
    dotProduct_smul, sub_self]
```

Let $H$ be Hermitian and $Hv=Ev$ with $E$ real. Taking the adjoint of the eigenvalue equation gives $v^\dagger H=E\,v^\dagger$. Then, for any matrix $A$,

$$\langle v,(HA-AH)v\rangle=v^\dagger H A v-v^\dagger A H v=E\,v^\dagger A v-E\,v^\dagger A v=0 .$$

In the proof, `hl` is the adjoint equation. The closing `rw` lets $H$ act to the left in the first term and to the right in the second, and `sub_self` cancels the two equal numbers. Taking `E` real loses nothing, since a Hermitian matrix has only real eigenvalues.

## Velocity and spin current

```lean
variable [DecidableEq n]

/-- The velocity along y of a Rashba electron, `Y/m + α σx`, for `m ≠ 0`. -/
def velocityY (m α : ℝ) (Y : Matrix n n ℂ) : Matrix (n × Fin 2) (n × Fin 2) ℂ :=
  ((1 / m : ℝ) : ℂ) • (Y ⊗ₖ (1 : Matrix (Fin 2) (Fin 2) ℂ))
    + (α : ℂ) • ((1 : Matrix n n ℂ) ⊗ₖ σx)
```

The velocity along $y$ is $v_y=Y/m\otimes 1+\alpha\,1\otimes\sigma_x$. Its second part comes from the spin-orbit coupling.

```lean
/-- The conventional current of the spin component σz: the symmetrised product of a
velocity with σz. -/
def spinCurrent (vel : Matrix (n × Fin 2) (n × Fin 2) ℂ) :
    Matrix (n × Fin 2) (n × Fin 2) ℂ :=
  (1 / 2 : ℂ) • (vel * ((1 : Matrix n n ℂ) ⊗ₖ σz) + ((1 : Matrix n n ℂ) ⊗ₖ σz) * vel)
```

For a velocity matrix $u$, the conventional current of $\sigma_z$ is

$$\tfrac12\big(u\,(1\otimes\sigma_z)+(1\otimes\sigma_z)\,u\big).$$

It counts spin in units of $\sigma_z$. A current of spin angular momentum carries a further factor $\hbar/2$.

```lean
/-- Shifting the momentum `Y` by a number `s` changes the Rashba Hamiltonian by `s` times
the velocity along y, plus `s²/(2m)`. -/
theorem rashba_momentum_shift (m α s : ℝ) (X Y V : Matrix n n ℂ) :
    rashba m α X (Y + (s : ℂ) • (1 : Matrix n n ℂ)) V =
      rashba m α X Y V + (s : ℂ) • velocityY m α Y
        + ((s ^ 2 / (2 * m) : ℝ) : ℂ) • (1 : Matrix (n × Fin 2) (n × Fin 2) ℂ) := by
  unfold rashba velocityY
  rw [← Matrix.one_kronecker_one (α := ℂ) (m := n) (n := Fin 2)]
  simp only [add_mul, mul_add, smul_mul_assoc, mul_smul_comm, one_mul, mul_one,
    Matrix.add_kronecker, Matrix.smul_kronecker, smul_add]
  push_cast
  module
```

This theorem ties `velocityY` to the Hamiltonian. Replacing $Y$ by $Y+s$ with a real number $s$ gives

$$\frac{(Y+s)^2}{2m}=\frac{Y^2}{2m}+s\,\frac{Y}{m}+\frac{s^2}{2m},\qquad \alpha(Y+s)\otimes\sigma_x=\alpha\,Y\otimes\sigma_x+s\,\alpha\,1\otimes\sigma_x .$$

The terms linear in $s$ add up to $s\,v_y$, so $v_y$ plays the role of $\partial H/\partial p_y$. In Lean, `simp only` expands the products and `module` compares the coefficients on the two sides.

```lean
/-- The spin current along y is `(Y ⊗ σz)/m`: the spin-orbit part of the velocity
drops out. -/
theorem spinCurrent_velocityY (m α : ℝ) (Y : Matrix n n ℂ) :
    spinCurrent (velocityY m α Y) = ((1 / m : ℝ) : ℂ) • (Y ⊗ₖ σz) := by
  obtain ⟨-, -, hzx, hxz⟩ := pauli_products
  unfold spinCurrent velocityY
  simp only [add_mul, mul_add, smul_mul_assoc, mul_smul_comm, ← Matrix.mul_kronecker_mul,
    one_mul, mul_one, hzx, hxz, Matrix.kronecker_smul]
  module
```

Inserting $v_y$ into the spin current gives

$$\frac{Y\otimes\sigma_z}{m}+\frac{\alpha}{2}\,1\otimes(\sigma_x\sigma_z+\sigma_z\sigma_x)=\frac{Y\otimes\sigma_z}{m},$$

because $\sigma_x\sigma_z=-i\sigma_y$ and $\sigma_z\sigma_x=i\sigma_y$ cancel. The proof takes these two products from `pauli_products` and multiplies Kronecker products factor by factor, $(A\otimes B)(C\otimes D)=AC\otimes BD$.

## Spin precession and the vanishing current

```lean
/-- Spin precession: the commutators of the Rashba Hamiltonian with σy and σx are
`2iα Y ⊗ σz` and `2iα X ⊗ σz`. -/
theorem rashba_spin_commutators (m α : ℝ) (X Y V : Matrix n n ℂ) :
    rashba m α X Y V * ((1 : Matrix n n ℂ) ⊗ₖ σy)
        - ((1 : Matrix n n ℂ) ⊗ₖ σy) * rashba m α X Y V
      = (2 * Complex.I * (α : ℂ)) • (Y ⊗ₖ σz) ∧
    rashba m α X Y V * ((1 : Matrix n n ℂ) ⊗ₖ σx)
        - ((1 : Matrix n n ℂ) ⊗ₖ σx) * rashba m α X Y V
      = (2 * Complex.I * (α : ℂ)) • (X ⊗ₖ σz) := by
  obtain ⟨hxy, hyx, -, -⟩ := pauli_products
  unfold rashba
  constructor <;>
    (simp only [add_mul, mul_add, sub_mul, mul_sub, smul_mul_assoc, mul_smul_comm,
      ← Matrix.mul_kronecker_mul, one_mul, mul_one, hxy, hyx, Matrix.kronecker_smul]
     module)
```

The kinetic and potential terms carry the unit matrix in spin space and commute with $1\otimes\sigma_y$, as does the $\sigma_y$ part of the coupling. What remains is

$$[H,1\otimes\sigma_y]=\alpha\,Y\otimes[\sigma_x,\sigma_y]=2i\alpha\,Y\otimes\sigma_z .$$

In the same way,

$$[H,1\otimes\sigma_x]=-\alpha\,X\otimes[\sigma_y,\sigma_x]=2i\alpha\,X\otimes\sigma_z .$$

Both identities hold for arbitrary matrices $X$, $Y$ and $V$. The proof treats the two cases with the same commands: expand, insert the Pauli products, collect terms.

```lean
/-- For Hermitian momenta and potential and `α ≠ 0`, the expectation values of `Y ⊗ σz`
and `X ⊗ σz` vanish in every eigenvector of the Rashba Hamiltonian. -/
theorem rashba_eigenvector_no_spin_current (m : ℝ) {α : ℝ} (hα : α ≠ 0)
    {X Y V : Matrix n n ℂ} (hX : X.IsHermitian) (hY : Y.IsHermitian) (hV : V.IsHermitian)
    {v : n × Fin 2 → ℂ} {E : ℝ} (hv : rashba m α X Y V *ᵥ v = (E : ℂ) • v) :
    expect v (Y ⊗ₖ σz) = 0 ∧ expect v (X ⊗ₖ σz) = 0 := by
  have hH := rashba_isHermitian m α hX hY hV
  obtain ⟨cy, cx⟩ := rashba_spin_commutators m α X Y V
  have hc : 2 * Complex.I * (α : ℂ) ≠ 0 := by simp [hα]
  -- a stationary state has no net spin precession
  have hy := expect_commutator hH ((1 : Matrix n n ℂ) ⊗ₖ σy) hv
  have hx := expect_commutator hH ((1 : Matrix n n ℂ) ⊗ₖ σx) hv
  rw [cy, expect, Matrix.smul_mulVec, dotProduct_smul, smul_eq_mul] at hy
  rw [cx, expect, Matrix.smul_mulVec, dotProduct_smul, smul_eq_mul] at hx
  exact ⟨(mul_eq_zero.mp hy).resolve_left hc, (mul_eq_zero.mp hx).resolve_left hc⟩
```

This is the central theorem. Its hypotheses are $\alpha\neq0$, Hermitian $X$, $Y$ and $V$, and $Hv=Ev$. Its conclusion is

$$\langle v,(Y\otimes\sigma_z)v\rangle=0\quad\text{and}\quad\langle v,(X\otimes\sigma_z)v\rangle=0 .$$

The argument joins the two previous results. The commutator $[H,1\otimes\sigma_y]$ has zero expectation value in $v$, and it equals $2i\alpha\,Y\otimes\sigma_z$. Hence

$$2i\alpha\,\langle v,(Y\otimes\sigma_z)v\rangle=0,$$

and $2i\alpha\neq0$ may be divided out. The commutator with $1\otimes\sigma_x$ gives the statement for $X$.

In Lean, `hy` and `hx` begin as the two vanishing commutator averages. The `rw` lines insert the precession identities and pull the factor $2i\alpha$ in front. The last line says that a product is zero only if one of its factors is, and `hc` rules out the first factor. Degenerate levels need no special care, since the argument applies to any vector that satisfies the eigenvalue equation.

```lean
/-- For Hermitian momenta and potential and `α ≠ 0`, the conventional spin current along y
has zero expectation value in every eigenvector of the Rashba Hamiltonian. -/
theorem expect_spinCurrent_eq_zero (m : ℝ) {α : ℝ} (hα : α ≠ 0)
    {X Y V : Matrix n n ℂ} (hX : X.IsHermitian) (hY : Y.IsHermitian) (hV : V.IsHermitian)
    {v : n × Fin 2 → ℂ} {E : ℝ} (hv : rashba m α X Y V *ᵥ v = (E : ℂ) • v) :
    expect v (spinCurrent (velocityY m α Y)) = 0 := by
  have h := (rashba_eigenvector_no_spin_current m hα hX hY hV hv).1
  unfold expect at h
  rw [spinCurrent_velocityY, expect, Matrix.smul_mulVec, dotProduct_smul, h, smul_zero]
```

Dividing by the mass turns this into a statement about the current itself:

$$\Big\langle v,\tfrac12\big(v_y\,(1\otimes\sigma_z)+(1\otimes\sigma_z)\,v_y\big)v\Big\rangle=\frac1m\,\langle v,(Y\otimes\sigma_z)v\rangle=0 .$$

The proof rewrites the current with `spinCurrent_velocityY` and inserts the first half of the central theorem. Along $x$ the velocity is $X/m\otimes1-\alpha\,1\otimes\sigma_y$. Its spin-orbit part drops out in the same way, because $\sigma_y$ and $\sigma_z$ anticommute, and the second half of the central theorem then makes that current vanish too. The physical reading takes $m>0$; Lean also accepts $m=0$, where it reads $1/0$ as 0.

The theorem concerns the spin component $\sigma_z$ only and makes no claim about currents of in-plane spin. In the continuum version of the model the finite matrices become unbounded momentum operators, for which the commutator argument needs conditions on the domains. A real electron gas also has interactions between the electrons and may have spin-dependent scattering, neither of which is included here.

## Stationary ensembles

```lean
/-- For `α ≠ 0`, the average of `Y ⊗ σz` vanishes in every ensemble `ρ` that commutes
with the Rashba Hamiltonian. -/
theorem stationary_ensemble_no_spin_current (m : ℝ) {α : ℝ} (hα : α ≠ 0)
    (X Y V : Matrix n n ℂ) {ρ : Matrix (n × Fin 2) (n × Fin 2) ℂ}
    (hρ : ρ * rashba m α X Y V = rashba m α X Y V * ρ) :
    (ρ * (Y ⊗ₖ σz)).trace = 0 := by
  have hc : 2 * Complex.I * (α : ℂ) ≠ 0 := by simp [hα]
  -- since ρ commutes with H, cyclicity of the trace removes the commutator
  have h : ∀ S : Matrix (n × Fin 2) (n × Fin 2) ℂ,
      (ρ * (rashba m α X Y V * S - S * rashba m α X Y V)).trace = 0 := by
    intro S
    rw [mul_sub, Matrix.trace_sub, ← Matrix.mul_assoc ρ (rashba m α X Y V) S, hρ,
      Matrix.mul_assoc (rashba m α X Y V) ρ S, Matrix.trace_mul_comm (rashba m α X Y V),
      Matrix.mul_assoc ρ S, sub_self]
  have hy := h ((1 : Matrix n n ℂ) ⊗ₖ σy)
  rw [(rashba_spin_commutators m α X Y V).1, mul_smul_comm, Matrix.trace_smul,
    smul_eq_mul] at hy
  exact (mul_eq_zero.mp hy).resolve_left hc
```

Here a matrix $\rho$ that commutes with $H$ replaces the single eigenvector. For any matrix $S$,

$$\operatorname{tr}\big(\rho[H,S]\big)=\operatorname{tr}(\rho HS)-\operatorname{tr}(\rho SH)=\operatorname{tr}(H\rho S)-\operatorname{tr}(\rho SH)=0 .$$

The second equality uses $\rho H=H\rho$, and the last uses the cyclicity of the trace. Choosing $S=1\otimes\sigma_y$ and dividing by $2i\alpha$ gives $\operatorname{tr}\big(\rho\,(Y\otimes\sigma_z)\big)=0$. In the proof, `h` is the general trace identity and `hy` its special case.

No Hermiticity, positivity or normalisation is assumed. One may therefore take $\rho$ to be a thermal density matrix, or the Fermi function of $H$, whose trace with an observable is the total over a non-interacting Fermi sea.

## A plane wave without spin-orbit coupling

```lean
/-- Without spin-orbit coupling, a spin-up electron with momentum `p` along y is an
eigenvector in which `Y ⊗ σz` has expectation value `p`. -/
theorem spin_current_without_coupling (m p : ℝ) :
    let Y : Matrix (Fin 1) (Fin 1) ℂ := !![(p : ℂ)]
    let up : Fin 1 × Fin 2 → ℂ := fun k => if k.2 = 0 then 1 else 0
    rashba m 0 0 Y 0 *ᵥ up = ((p ^ 2 / (2 * m) : ℝ) : ℂ) • up ∧
      expect up (Y ⊗ₖ σz) = (p : ℂ) := by
  intro Y up
  constructor
  · ext ⟨i, a⟩
    fin_cases i
    fin_cases a
    · simp [rashba, Y, up, Matrix.mulVec, dotProduct, Fintype.sum_prod_type]
      ring
    · simp [rashba, Y, up, Matrix.mulVec, dotProduct, Fintype.sum_prod_type]
  · simp [expect, Y, up, σz, Matrix.mulVec, dotProduct, Fintype.sum_prod_type]

end

end RashbaSpinCurrent
```

The last theorem sets $\alpha=0$, $X=0$ and $V=0$, and takes a single orbital state with momentum $p$ along $y$. The Hamiltonian is then $p^2/(2m)$ times the unit matrix in spin space. The spin-up vector `up` has components 1 and 0, so it is normalised and satisfies

$$H\,\mathrm{up}=\frac{p^2}{2m}\,\mathrm{up},\qquad \langle \mathrm{up},(Y\otimes\sigma_z)\,\mathrm{up}\rangle=p .$$

Lean checks both equations by writing out the components. For $p\neq0$ the expectation value is nonzero, so the central theorem would be false if it admitted $\alpha=0$. Without the coupling nothing makes the spin precess, and a moving spin-up electron simply carries its spin along.

```lean
#print axioms RashbaSpinCurrent.rashba_eigenvector_no_spin_current
-- 'RashbaSpinCurrent.rashba_eigenvector_no_spin_current' depends on axioms: [propext, Classical.choice, Quot.sound]
#print axioms RashbaSpinCurrent.expect_spinCurrent_eq_zero
-- 'RashbaSpinCurrent.expect_spinCurrent_eq_zero' depends on axioms: [propext, Classical.choice, Quot.sound]
#print axioms RashbaSpinCurrent.stationary_ensemble_no_spin_current
-- 'RashbaSpinCurrent.stationary_ensemble_no_spin_current' depends on axioms: [propext, Classical.choice, Quot.sound]
#print axioms RashbaSpinCurrent.spin_current_without_coupling
-- 'RashbaSpinCurrent.spin_current_without_coupling' depends on axioms: [propext, Classical.choice, Quot.sound]
```
